# The Friedel difference of a three-pixel phase object and its vanishing in the weak-phase approximation

## Exit waves on a row of pixels

The electron wave leaving the specimen is modelled as a finite list of complex numbers \(\psi_0,\dots,\psi_{N-1}\), one per pixel of a one-dimensional row. Diffraction orders are integers \(k\), so that the opposite order \(-k\) has an immediate meaning. With \(N\ge 1\) and
\[
z_k=e^{-2\pi i k/N},\qquad A(k)=\sum_{j=0}^{N-1}\psi_j z_k^{\,j},\qquad I(k)=|A(k)|^2,
\]
\(A(k)\) is the Fourier amplitude and \(I(k)\) the intensity, both without a normalising factor. For three pixels the order \(-1\) is the same as the order \(2\).

The incident wave is taken to be uniform, with the value 1 at every pixel. A specimen that only shifts the phase of this wave, by a real angle \(\varphi_j\) at pixel \(j\), gives \(\psi_j=e^{i\varphi_j}\). In the expansion of this exponential, the linear term describes single scattering and the higher powers describe multiple scattering. The weak-phase approximation stops at the linear term, \(\psi_j=1+i\varphi_j\).

Friedel symmetry is the equality \(I(-k)=I(k)\). For three pixels, the Friedel difference is \(I(1)-I(-1)\). Friedel's law in crystallography concerns kinematical diffraction from a three-dimensional structure; the symmetry proved here is its analogue for the weak-phase wave of a row of pixels with real phases.

## The two waves compared

For all real \(a\) and \(b\), the phase object with phases \(0,a,b\) satisfies
\[
I(1)-I(-1)=8\sqrt3\,\sin\frac a2\,\sin\frac b2\,\sin\frac{b-a}2,
\]
whereas the wave \((1,\,1+ia,\,1+ib)\) gives \(I(1)-I(-1)=0\). This is `three_pixel_friedel`.

In Lean a wave is a function `Fin N → ℂ`, with pixels numbered from 0. The factor \(z_k\) is `kernel N k`, and \(A(k)\) and \(I(k)\) are `amplitude ψ k` and `intensity ψ k`. The two kinds of exit wave are `phaseObject φ` and `weakPhase φ`. The type `Fin N → ℝ` of `φ` makes the phases real, which physically means that there is no absorption.

Three further results accompany the statement. `weakPhase_friedel` gives the symmetry for every number of pixels, every order and all real phases, however large. `phaseObject_difference` allows three arbitrary phases, and `phaseObject_friedel_iff` says when the difference is zero.

The phases are given numbers, not computed from a specimen potential, and the model has no propagation inside the specimen and no lens aberrations. For simulation practice the result means that, within this one-dimensional model with real phases and uniform illumination, a weak-phase calculation can never produce unequal Friedel pairs, while the full phase factor can do so with as few as three pixels.

## Why the weak-phase pattern is symmetric

Reversing the order conjugates the Fourier factor: \(z_{-k}=\overline{z_k}\). Also \(z_k^N=e^{-2\pi i k}=1\), so for \(z_k\neq1\) the geometric sum gives
\[
\sum_{j=0}^{N-1}z_k^{\,j}=\frac{z_k^N-1}{z_k-1}=0 .
\]
The weak-phase amplitude is
\[
A(k)=\sum_j z_k^{\,j}+i\sum_j\varphi_j z_k^{\,j}.
\]
If \(z_k=1\), then \(z_{-k}=1\) as well, and the two amplitudes coincide. If \(z_k\ne1\), the first sum vanishes in both orders. Since the \(\varphi_j\) are real, the second sums at \(k\) and \(-k\) are complex conjugates and have equal modulus. Hence \(I(-k)=I(k)\).

## The difference for three pixels

Put \(z=z_1=-\tfrac12-\tfrac{\sqrt3}2i\), so that \(z^2=\bar z\). Multiplying out \(|\psi_0+\psi_1z+\psi_2z^2|^2\) gives
\[
I(1)=\sum_j|\psi_j|^2+2\,\mathrm{Re}\left(\psi_1\bar\psi_0\,z+\psi_2\bar\psi_1\,z+\psi_2\bar\psi_0\,\bar z\right).
\]
The last term has the same real part as its conjugate \(\psi_0\bar\psi_2\,z\). With \(S=\psi_1\bar\psi_0+\psi_2\bar\psi_1+\psi_0\bar\psi_2\), this becomes
\[
I(1)=\sum_j|\psi_j|^2+2\,\mathrm{Re}(zS),\qquad I(-1)=\sum_j|\psi_j|^2+2\,\mathrm{Re}(\bar zS).
\]
Because \(z-\bar z=-i\sqrt3\),
\[
I(1)-I(-1)=2\,\mathrm{Re}(-i\sqrt3\,S)=2\sqrt3\,\mathrm{Im}\,S .
\]

For a phase object, \(\mathrm{Im}(e^{ix}\overline{e^{iy}})=\sin(x-y)\). Set \(u=(\varphi_1-\varphi_0)/2\) and \(v=(\varphi_2-\varphi_1)/2\), so that \(u+v=(\varphi_2-\varphi_0)/2\). Then
\[
\begin{aligned}
\mathrm{Im}\,S&=\sin2u+\sin2v-\sin2(u+v)\\
&=2\sin(u+v)\,[\cos(u-v)-\cos(u+v)]\\
&=4\sin u\,\sin v\,\sin(u+v).
\end{aligned}
\]
Multiplying by \(2\sqrt3\) gives
\[
I(1)-I(-1)=8\sqrt3\,\sin\frac{\varphi_1-\varphi_0}2\,\sin\frac{\varphi_2-\varphi_0}2\,\sin\frac{\varphi_2-\varphi_1}2,
\]
and the phases \(0,a,b\) give the stated formula.

The product vanishes exactly when one of the sines does, that is, when two phases differ by a multiple of \(2\pi\). Those two pixels then transmit the same wave value.

## Phases 0, π/2 and π

For \(a=\pi/2\) and \(b=\pi\) the exit wave is \((1,i,-1)\), and
\[
A(1)=1+iz-\bar z=\frac{3+\sqrt3}2-\frac{1+\sqrt3}2\,i,\qquad I(1)=4+2\sqrt3\approx7.46 .
\]
In the same way \(I(-1)=4-2\sqrt3\approx0.54\). The difference is \(4\sqrt3\), in agreement with \(8\sqrt3\cdot\frac{\sqrt2}2\cdot1\cdot\frac{\sqrt2}2\). The undiffracted order has \(I(0)=|i|^2=1\), so the three intensities add up to 9, and the orders \(1\) and \(-1\) carry fractions of about 0.829 and 0.060 of the total.

The weak-phase wave with the same phases has \(I(1)=I(-1)=\tfrac34\pi^2\approx7.40\), about 0.161 of its own total in each order. These phases are far from small, yet the symmetry of the approximation is exact.

## The Lean file

```lean
import Mathlib

open scoped Real ComplexConjugate

namespace FriedelSymmetry

noncomputable section

/-- The Fourier phase factor `exp(-2πik/N)` between neighbouring pixels, for `N ≥ 1` pixels
and diffraction order `k`. -/
def kernel (N : ℕ) (k : ℤ) : ℂ :=
  Complex.exp (((-(2 * π * k / N) : ℝ) : ℂ) * Complex.I)

/-- The unnormalised Fourier amplitude of the exit wave `ψ` in diffraction order `k`. -/
def amplitude {N : ℕ} (ψ : Fin N → ℂ) (k : ℤ) : ℂ :=
  ∑ j, ψ j * kernel N k ^ (j : ℕ)

/-- The diffracted intensity: the squared modulus of the Fourier amplitude. -/
def intensity {N : ℕ} (ψ : Fin N → ℂ) (k : ℤ) : ℝ :=
  Complex.normSq (amplitude ψ k)

/-- The exit wave `exp(iφ)` of an object that only shifts the phase of the electron wave. -/
def phaseObject {N : ℕ} (φ : Fin N → ℝ) (j : Fin N) : ℂ :=
  Complex.exp ((φ j : ℂ) * Complex.I)

/-- The weak-phase exit wave `1 + iφ`, of first order in the phase. -/
def weakPhase {N : ℕ} (φ : Fin N → ℝ) (j : Fin N) : ℂ :=
  1 + (φ j : ℂ) * Complex.I

/-- Reversing the diffraction order conjugates the Fourier phase factor. -/
theorem kernel_neg (N : ℕ) (k : ℤ) : kernel N (-k) = conj (kernel N k) := by
  rw [kernel, kernel, ← Complex.exp_conj, map_mul, Complex.conj_ofReal, Complex.conj_I]
  congr 1
  push_cast
  ring

/-- If the Fourier phase factor is not `1`, its powers with exponents `0, …, N - 1` sum to zero. -/
theorem sum_kernel {N : ℕ} {k : ℤ} (h : kernel N k ≠ 1) :
    ∑ j : Fin N, kernel N k ^ (j : ℕ) = 0 := by
  have h0 : (N : ℂ) ≠ 0 := by
    intro h0
    apply h
    have hN : N = 0 := by exact_mod_cast h0
    subst hN
    simp [kernel]
  -- the phase factor is an N-th root of unity
  have hN : kernel N k ^ N = 1 := by
    rw [kernel, ← Complex.exp_nat_mul, Complex.exp_eq_one_iff]
    refine ⟨-k, ?_⟩
    push_cast
    field_simp
  refine (Fin.sum_univ_eq_sum_range (fun j => kernel N k ^ j) N).trans
    ((geom_sum_eq h N).trans ?_)
  rw [hN, sub_self, zero_div]

/-- Friedel symmetry in the weak-phase approximation: for any number of pixels and any real
phases, opposite diffraction orders have equal intensity. -/
theorem weakPhase_friedel {N : ℕ} (φ : Fin N → ℝ) (k : ℤ) :
    intensity (weakPhase φ) (-k) = intensity (weakPhase φ) k := by
  by_cases h : kernel N k = 1
  · have h' : kernel N (-k) = 1 := by rw [kernel_neg, h, map_one]
    simp only [intensity, amplitude, h, h']
  · have h' : kernel N (-k) ≠ 1 := by
      intro h'
      apply h
      have h2 := congrArg conj h'
      simpa [kernel_neg] using h2
    -- the unscattered background drops out of the amplitude
    have e : ∀ m : ℤ, kernel N m ≠ 1 → amplitude (weakPhase φ) m =
        Complex.I * ∑ j : Fin N, (φ j : ℂ) * kernel N m ^ (j : ℕ) := by
      intro m hm
      calc amplitude (weakPhase φ) m = ∑ j : Fin N, kernel N m ^ (j : ℕ) +
            Complex.I * ∑ j : Fin N, (φ j : ℂ) * kernel N m ^ (j : ℕ) := by
            simp only [amplitude, weakPhase, Finset.mul_sum, ← Finset.sum_add_distrib]
            exact Finset.sum_congr rfl fun j _ => by ring
        _ = _ := by rw [sum_kernel hm, zero_add]
    -- the transform of a real phase map is conjugated when the order is reversed
    have c : ∑ j : Fin N, (φ j : ℂ) * kernel N (-k) ^ (j : ℕ) =
        conj (∑ j : Fin N, (φ j : ℂ) * kernel N k ^ (j : ℕ)) := by
      simp only [map_sum, map_mul, map_pow, Complex.conj_ofReal, kernel_neg]
    rw [intensity, intensity, e _ h', e _ h, c, Complex.normSq_mul, Complex.normSq_mul,
      Complex.normSq_conj]

/-- For three pixels the Fourier phase factor of order one is `-1/2 - i√3/2`. -/
theorem kernel_three : kernel 3 1 = ⟨-(1 / 2), -(√3 / 2)⟩ := by
  have h : (-(2 * π * ((1 : ℤ) : ℝ) / ((3 : ℕ) : ℝ))) = -(π - π / 3) := by
    push_cast
    ring
  have c : Real.cos (-(π - π / 3)) = -(1 / 2) := by
    rw [Real.cos_neg, Real.cos_pi_sub, Real.cos_pi_div_three]
  have s : Real.sin (-(π - π / 3)) = -(√3 / 2) := by
    rw [Real.sin_neg, Real.sin_pi_sub, Real.sin_pi_div_three]
  rw [kernel, h]
  apply Complex.ext
  · exact (Complex.exp_ofReal_mul_I_re _).trans c
  · exact (Complex.exp_ofReal_mul_I_im _).trans s

/-- For any three-pixel exit wave, the intensity difference of the orders `1` and `-1` is `2√3`
times a cyclic sum of the imaginary parts of products `ψ i * conj (ψ j)` of two pixels. -/
theorem friedel_difference (ψ : Fin 3 → ℂ) :
    intensity ψ 1 - intensity ψ (-1) = 2 * √3 * ((ψ 1 * conj (ψ 0)).im +
      (ψ 2 * conj (ψ 1)).im + (ψ 0 * conj (ψ 2)).im) := by
  have s : √3 * √3 = 3 := Real.mul_self_sqrt (by norm_num)
  have h2 : kernel 3 (-1) = ⟨-(1 / 2), √3 / 2⟩ := by
    rw [kernel_neg, kernel_three]
    apply Complex.ext <;> simp
  -- squaring exchanges the two non-trivial cube roots of unity
  have q1 : (⟨-(1 / 2), -(√3 / 2)⟩ : ℂ) ^ 2 = ⟨-(1 / 2), √3 / 2⟩ := by
    rw [pow_two]
    apply Complex.ext <;> simp only [Complex.mul_re, Complex.mul_im]
    · linear_combination (-1 / 4) * s
    · ring
  have q2 : (⟨-(1 / 2), √3 / 2⟩ : ℂ) ^ 2 = ⟨-(1 / 2), -(√3 / 2)⟩ := by
    rw [pow_two]
    apply Complex.ext <;> simp only [Complex.mul_re, Complex.mul_im]
    · linear_combination (-1 / 4) * s
    · ring
  have key : ∀ k : ℤ, amplitude ψ k = ψ 0 + ψ 1 * kernel 3 k + ψ 2 * kernel 3 k ^ 2 := by
    intro k
    simp [amplitude, Fin.sum_univ_three]
  rw [intensity, intensity, key, key, kernel_three, h2, q1, q2]
  simp only [Complex.normSq_apply, Complex.add_re, Complex.add_im, Complex.mul_re,
    Complex.mul_im, Complex.conj_re, Complex.conj_im]
  ring

/-- The Friedel difference of a three-pixel phase object with arbitrary real phases is `8√3` times
the product of the sines of half the three phase differences. -/
theorem phaseObject_difference (φ : Fin 3 → ℝ) :
    intensity (phaseObject φ) 1 - intensity (phaseObject φ) (-1) =
      8 * √3 * Real.sin ((φ 1 - φ 0) / 2) * Real.sin ((φ 2 - φ 0) / 2) *
        Real.sin ((φ 2 - φ 1) / 2) := by
  have im : ∀ x y : ℝ, (Complex.exp ((x : ℂ) * Complex.I) *
      conj (Complex.exp ((y : ℂ) * Complex.I))).im = Real.sin (x - y) := by
    intro x y
    simp only [Complex.mul_im, Complex.conj_re, Complex.conj_im,
      Complex.exp_ofReal_mul_I_re, Complex.exp_ofReal_mul_I_im, Real.sin_sub]
    ring
  -- the sum of three sines factorises
  have trig : ∀ u v : ℝ, Real.sin (2 * u) + Real.sin (2 * v) - Real.sin (2 * (u + v)) =
      4 * Real.sin u * Real.sin v * Real.sin (u + v) := by
    intro u v
    simp only [Real.sin_two_mul, Real.sin_add, Real.cos_add]
    linear_combination (-2 * Real.sin u * Real.cos u) * Real.sin_sq_add_cos_sq v -
      2 * Real.sin v * Real.cos v * Real.sin_sq_add_cos_sq u
  have t := trig ((φ 1 - φ 0) / 2) ((φ 2 - φ 1) / 2)
  rw [show 2 * ((φ 1 - φ 0) / 2) = φ 1 - φ 0 by ring,
    show 2 * ((φ 2 - φ 1) / 2) = φ 2 - φ 1 by ring,
    show 2 * ((φ 1 - φ 0) / 2 + (φ 2 - φ 1) / 2) = -(φ 0 - φ 2) by ring,
    show (φ 1 - φ 0) / 2 + (φ 2 - φ 1) / 2 = (φ 2 - φ 0) / 2 by ring, Real.sin_neg] at t
  rw [friedel_difference]
  simp only [phaseObject, im]
  linear_combination 2 * √3 * t

/-- A three-pixel phase object has equal intensities in the orders `1` and `-1` exactly when
two of its pixels transmit the same wave value. -/
theorem phaseObject_friedel_iff (φ : Fin 3 → ℝ) :
    intensity (phaseObject φ) 1 = intensity (phaseObject φ) (-1) ↔
      phaseObject φ 0 = phaseObject φ 1 ∨ phaseObject φ 0 = phaseObject φ 2 ∨
        phaseObject φ 1 = phaseObject φ 2 := by
  have key : ∀ x y : ℝ, Real.sin ((y - x) / 2) = 0 ↔
      Complex.exp ((x : ℂ) * Complex.I) = Complex.exp ((y : ℂ) * Complex.I) := by
    intro x y
    rw [Real.sin_eq_zero_iff, Complex.exp_eq_exp_iff_exists_int]
    constructor
    · rintro ⟨n, hn⟩
      refine ⟨-n, ?_⟩
      have h : x = y - 2 * (n * π) := by linarith
      rw [h]
      push_cast
      ring
    · rintro ⟨n, hn⟩
      refine ⟨-n, ?_⟩
      have h := congrArg Complex.im hn
      simp at h
      push_cast
      linarith
  have h8 : ¬ (8 * √3 = 0) := by positivity
  rw [← sub_eq_zero, phaseObject_difference]
  simp only [phaseObject, ← key]
  rw [mul_eq_zero, mul_eq_zero, mul_eq_zero, or_iff_right h8, or_assoc]

/-- For real phases `0, a, b`, the full exit wave has the Friedel difference
`8√3 sin(a/2) sin(b/2) sin((b-a)/2)`, whereas the weak-phase wave has none. -/
theorem three_pixel_friedel (a b : ℝ) :
    intensity ![1, Complex.exp (a * Complex.I), Complex.exp (b * Complex.I)] 1 -
        intensity ![1, Complex.exp (a * Complex.I), Complex.exp (b * Complex.I)] (-1) =
      8 * √3 * Real.sin (a / 2) * Real.sin (b / 2) * Real.sin ((b - a) / 2) ∧
    intensity ![1, 1 + a * Complex.I, 1 + b * Complex.I] 1 -
        intensity ![1, 1 + a * Complex.I, 1 + b * Complex.I] (-1) = 0 := by
  have e : ![1, Complex.exp (a * Complex.I), Complex.exp (b * Complex.I)] =
      phaseObject ![0, a, b] := by
    funext j
    fin_cases j <;> simp [phaseObject]
  have w : ![1, 1 + a * Complex.I, 1 + b * Complex.I] = weakPhase ![0, a, b] := by
    funext j
    fin_cases j <;> simp [weakPhase]
  rw [e, w]
  constructor
  · simpa using phaseObject_difference ![0, a, b]
  · rw [weakPhase_friedel, sub_self]

end

end FriedelSymmetry
```

```lean
#print axioms FriedelSymmetry.phaseObject_difference
-- 'FriedelSymmetry.phaseObject_difference' depends on axioms: [propext, Classical.choice, Quot.sound]
#print axioms FriedelSymmetry.phaseObject_friedel_iff
-- 'FriedelSymmetry.phaseObject_friedel_iff' depends on axioms: [propext, Classical.choice, Quot.sound]
#print axioms FriedelSymmetry.three_pixel_friedel
-- 'FriedelSymmetry.three_pixel_friedel' depends on axioms: [propext, Classical.choice, Quot.sound]
```

## From the lemmas to the theorem

`kernel_neg` is the relation \(z_{-k}=\overline{z_k}\), obtained by moving the conjugation into the exponent. `sum_kernel` is the vanishing geometric sum. Its hypothesis `kernel N k ≠ 1` also excludes \(N=0\), where Lean's division by zero would make the factor 1. The proof shows that the factor is an \(N\)-th root of unity and then applies `geom_sum_eq`.

`weakPhase_friedel` separates the cases \(z_k=1\) and \(z_k\neq1\) with `by_cases`. In the second case, the local statement `e` removes the uniform background from the amplitude, and `c` says that the remaining sums are conjugate. `Complex.normSq_conj` then makes the intensities equal.

`kernel_three` evaluates \(z_1\) from the sine and cosine of \(\pi/3\). `friedel_difference` is the formula \(2\sqrt3\,\mathrm{Im}\,S\). Here the proof takes a more mechanical path than the derivation above: `q1` and `q2` record that squaring exchanges \(z\) and \(\bar z\), everything is expanded into real and imaginary parts, and `ring` compares the two sides.

In `phaseObject_difference`, the statement `im` turns each interference term into a sine, and `trig` is the factorisation of the three sines. It is proved from the double-angle and addition formulas, with `linear_combination` supplying \(\sin^2+\cos^2=1\) for each angle. The identity is then applied to the half differences \(u\) and \(v\).

For `phaseObject_friedel_iff`, the statement `key` translates a vanishing sine of half a phase difference into equality of two wave values. Since \(8\sqrt3\neq0\), `mul_eq_zero` splits the product into the three possible coincidences.

Finally, `three_pixel_friedel` checks pixel by pixel, with `fin_cases`, that the two explicit waves are `phaseObject` and `weakPhase` for the phases `![0, a, b]`. The first half is then `phaseObject_difference` and the second is `weakPhase_friedel`.
